# The mean-field lattice gas at its symmetric chemical potential: one equilibrium coverage for $w\le 4$, two for $w>4$

Let particles adsorb on a lattice of sites, each empty or singly occupied, and treat the attraction between neighbours in the mean-field approximation. Hold the gas reservoir at the chemical potential for which filled and empty sites play equivalent roles. Let $w$ be the attraction energy of a neighbouring pair times the number of neighbours of a site, divided by $kT$. The free energy then has half coverage as its only global minimiser when $w\le 4$. When $w>4$ it has exactly two, a dense coverage $c$ and a dilute coverage $1-c$, which are the coexisting phases.

## The free energy of the adsorbed layer

Let $x$ be the coverage, the fraction of occupied sites. If each site has $z$ neighbours and each occupied neighbouring pair lowers the energy by $\varepsilon$, the mean-field energy per site is $-z\varepsilon x^2/2$. Put $w=z\varepsilon/kT$, and let $\lambda$ be the reservoir's chemical potential relative to the adsorption free energy of an isolated particle, in units of $kT$. The quantity to minimise is

$$x\ln x+(1-x)\ln(1-x)-\tfrac w2x^2-\lambda x .$$

At the symmetric value $\lambda=-w/2$ this becomes

$$f(x)=x\ln x+(1-x)\ln(1-x)+\tfrac w2\,x(1-x).$$

Here $w$ is dimensionless and positive for attraction; some textbooks use the letter for a pair energy. The theorems concern this function for any real $w$. That it describes a real adsorbed layer is the physical assumption: it neglects correlations between neighbouring sites, and its single uniform coverage leaves no room for sublattice order under repulsion.

In Lean 4 with Mathlib:

```lean
import Mathlib

open Set

namespace MeanFieldCoexistence

noncomputable section

/-- Mean-field free energy per site, in units of kT and including the reservoir term at the
symmetric chemical potential, of a lattice gas at coverage `x` strictly between 0 and 1, with
interaction parameter `w`. -/
def freeEnergy (w x : ℝ) : ℝ :=
  x * Real.log x + (1 - x) * Real.log (1 - x) + w / 2 * (x * (1 - x))
```

The slope of $f$ will be

$$\mu(x)=\ln x-\ln(1-x)+\tfrac w2(1-2x).$$

This is the layer's chemical potential in units of $kT$, measured from the symmetric value, so $\mu=0$ means balance with the reservoir. It is defined by its formula, and its relation to $f$ is proved below.

```lean
/-- The layer's chemical potential in units of kT, measured from the symmetric value:
`ln x - ln (1 - x) + (w/2)(1 - 2x)` at coverage `x` strictly between 0 and 1. -/
def chemPotential (w x : ℝ) : ℝ :=
  Real.log x - Real.log (1 - x) + w / 2 * (1 - 2 * x)
```

An equilibrium coverage is a global minimiser of $f$ on the open interval $(0,1)$, written `Ioo (0 : ℝ) 1`. Ties are allowed, as coexistence requires.

```lean
/-- With the reservoir at the symmetric chemical potential, a coverage strictly between 0 and 1 is
an equilibrium coverage if no other such coverage has a lower free energy. -/
def IsEquilibrium (w x : ℝ) : Prop :=
  x ∈ Ioo (0 : ℝ) 1 ∧ ∀ y ∈ Ioo (0 : ℝ) 1, freeEnergy w x ≤ freeEnergy w y
```

## Symmetry and slopes

Replacing $x$ by $1-x$ exchanges the two entropy terms and leaves $x(1-x)$ alone, so $f(1-x)=f(x)$.

```lean
/-- Particle-hole symmetry: at the symmetric chemical potential, exchanging filled and empty sites
leaves the free energy unchanged. -/
theorem freeEnergy_symm (w x : ℝ) : freeEnergy w (1 - x) = freeEnergy w x := by
  unfold freeEnergy
  rw [sub_sub_cancel]
  ring
```

By the product rule,

$$f'(x)=(\ln x+1)-(\ln(1-x)+1)+\tfrac w2(1-2x)=\mu(x).$$

`HasDerivAt` states both that $f$ is differentiable at $x$ and that the slope is $\mu(x)$. The final `linear_combination` cancels the two ones, which arise as $x\cdot x^{-1}$ and $(1-x)(1-x)^{-1}$.

```lean
/-- For coverages strictly between 0 and 1, the chemical potential is the derivative of the
free energy with respect to coverage. -/
theorem hasDerivAt_freeEnergy (w : ℝ) {x : ℝ} (h0 : 0 < x) (h1 : x < 1) :
    HasDerivAt (freeEnergy w) (chemPotential w x) x := by
  have hx : x ≠ 0 := h0.ne'
  have hy : 1 - x ≠ 0 := (sub_pos.2 h1).ne'
  have hs : HasDerivAt (fun y : ℝ => 1 - y) (-1) x := (hasDerivAt_id' x).const_sub 1
  have h := (((hasDerivAt_id' x).fun_mul (Real.hasDerivAt_log hx)).fun_add
    (hs.fun_mul (hs.log hy))).fun_add (((hasDerivAt_id' x).fun_mul hs).const_mul (w / 2))
  refine h.congr_deriv ?_
  have e1 : x * x⁻¹ = 1 := mul_inv_cancel₀ hx
  have e2 : (1 - x) * (1 - x)⁻¹ = 1 := mul_inv_cancel₀ hy
  unfold chemPotential
  linear_combination e1 - e2
```

Differentiating again gives

$$\mu'(x)=\frac1x+\frac1{1-x}-w=\frac1{x(1-x)}-w .$$

The layer is locally stable where $w\,x(1-x)<1$. Equality marks the spinodal.

```lean
/-- For coverages strictly between 0 and 1, the chemical potential changes with coverage at the
rate `1/(x(1-x)) - w`. -/
theorem hasDerivAt_chemPotential (w : ℝ) {x : ℝ} (h0 : 0 < x) (h1 : x < 1) :
    HasDerivAt (chemPotential w) (1 / (x * (1 - x)) - w) x := by
  have hx : x ≠ 0 := h0.ne'
  have hy : 1 - x ≠ 0 := (sub_pos.2 h1).ne'
  have hs : HasDerivAt (fun y : ℝ => 1 - y) (-1) x := (hasDerivAt_id' x).const_sub 1
  have h := ((Real.hasDerivAt_log hx).fun_sub (hs.log hy)).fun_add
    ((((hasDerivAt_id' x).const_mul 2).const_sub 1).const_mul (w / 2))
  refine h.congr_deriv ?_
  have e : 1 / (x * (1 - x)) = x⁻¹ + (1 - x)⁻¹ := by
    rw [div_eq_iff (mul_ne_zero hx hy)]
    linear_combination -(1 - x) * mul_inv_cancel₀ hx - x * mul_inv_cancel₀ hy
  rw [e]
  ring
```

## From the sign of the slope to the minimisers

Suppose $\tfrac12\le c<1$, with $\mu<0$ between $\tfrac12$ and $c$ and $\mu>0$ between $c$ and $1$. Then $f$ falls strictly up to $c$ and rises strictly afterwards, so $f(c)<f(y)$ for every other $y$ in $[\tfrac12,1)$. If $y<\tfrac12$, apply this to $1-y$ and use $f(y)=f(1-y)$. The minimisers are therefore exactly $c$ and $1-c$, which coincide when $c=\tfrac12$.

In the proof, `anti` and `mono` are the fall and the rise, `right` compares coverages in the dense half, and `all` adds the reflection.

```lean
/-- Let `1/2 ≤ c < 1`, with the reservoir at the symmetric chemical potential. If the layer's
chemical potential, measured from that value, is negative between half coverage and `c` and positive
between `c` and full coverage, the equilibrium coverages are exactly `c` and `1 - c`. -/
theorem isEquilibrium_iff_of_sign (w : ℝ) {c : ℝ} (hc : 1 / 2 ≤ c) (hc1 : c < 1)
    (hneg : ∀ x, 1 / 2 < x → x < c → chemPotential w x < 0)
    (hpos : ∀ x, c < x → x < 1 → 0 < chemPotential w x) (x : ℝ) :
    IsEquilibrium w x ↔ x = c ∨ x = 1 - c := by
  have cont : ∀ s ⊆ Ioo (0 : ℝ) 1, ContinuousOn (freeEnergy w) s := fun s hs y hy =>
    (hasDerivAt_freeEnergy w (hs hy).1 (hs hy).2).continuousAt.continuousWithinAt
  -- from half coverage onwards, the free energy falls up to `c` and then rises
  have anti : StrictAntiOn (freeEnergy w) (Icc (1 / 2) c) := by
    refine strictAntiOn_of_deriv_neg (convex_Icc _ _)
      (cont _ fun y hy => ⟨by linarith [hy.1], by linarith [hy.2]⟩) fun y hy => ?_
    rw [interior_Icc] at hy
    rw [(hasDerivAt_freeEnergy w (by linarith [hy.1]) (by linarith [hy.2])).deriv]
    exact hneg y hy.1 hy.2
  have mono : StrictMonoOn (freeEnergy w) (Ico c 1) := by
    refine strictMonoOn_of_deriv_pos (convex_Ico _ _)
      (cont _ fun y hy => ⟨by linarith [hy.1], hy.2⟩) fun y hy => ?_
    rw [interior_Ico] at hy
    rw [(hasDerivAt_freeEnergy w (by linarith [hy.1]) hy.2).deriv]
    exact hpos y hy.1 hy.2
  have right : ∀ y, 1 / 2 ≤ y → y < 1 → y ≠ c → freeEnergy w c < freeEnergy w y := by
    intro y h h1 hne
    rcases lt_or_gt_of_ne hne with hlt | hlt
    · exact anti ⟨h, hlt.le⟩ ⟨hc, le_rfl⟩ hlt
    · exact mono ⟨le_rfl, hc1⟩ ⟨hlt.le, h1⟩ hlt
  -- particle-hole symmetry covers the dilute half
  have all : ∀ y ∈ Ioo (0 : ℝ) 1, y ≠ c → y ≠ 1 - c → freeEnergy w c < freeEnergy w y := by
    intro y hy h1 h2
    rcases le_total (1 / 2) y with h | h
    · exact right y h hy.2 h1
    · have := right (1 - y) (by linarith) (by linarith [hy.1]) (fun e => h2 (by linarith))
      rwa [freeEnergy_symm w y] at this
  have low : ∀ y ∈ Ioo (0 : ℝ) 1, freeEnergy w c ≤ freeEnergy w y := by
    intro y hy
    by_cases h1 : y = c
    · rw [h1]
    by_cases h2 : y = 1 - c
    · rw [h2, freeEnergy_symm w c]
    exact (all y hy h1 h2).le
  constructor
  · rintro ⟨hx, hmin⟩
    by_contra h
    have h' := not_or.1 h
    exact absurd (hmin c ⟨by linarith, hc1⟩) (not_le_of_gt (all x hx h'.1 h'.2))
  · rintro (h | h)
    · rw [h]
      exact ⟨⟨by linarith, hc1⟩, low⟩
    · rw [h]
      refine ⟨⟨by linarith, by linarith⟩, fun y hy => ?_⟩
      rw [freeEnergy_symm w c]
      exact low y hy
```

## Where the chemical potential rises

Let $a\ge\tfrac12$ and $w\,a(1-a)\le1$. For $a<y<1$,

$$a(1-a)-y(1-y)=(y-a)(y+a-1)>0 .$$

If $w>0$, this gives $w\,y(1-y)<w\,a(1-a)\le1$; if $w\le0$, the left side is at most zero. Either way $\mu'(y)>0$, so $\mu$ increases strictly from $a$ onwards. The case split on `w` at the end of the proof is this distinction.

```lean
/-- If `a ≥ 1/2` and `w a(1-a) ≤ 1`, the chemical potential increases strictly with coverage
from `a` up to full coverage. -/
theorem chemPotential_strictMonoOn (w : ℝ) {a : ℝ} (ha : 1 / 2 ≤ a)
    (h : w * (a * (1 - a)) ≤ 1) : StrictMonoOn (chemPotential w) (Ico a 1) := by
  refine strictMonoOn_of_deriv_pos (convex_Ico _ _) (fun y hy =>
    (hasDerivAt_chemPotential w (by linarith [hy.1]) hy.2).continuousAt.continuousWithinAt)
    fun y hy => ?_
  rw [interior_Ico] at hy
  obtain ⟨h1, h2⟩ := hy
  have hp : 0 < y * (1 - y) := mul_pos (by linarith) (by linarith)
  rw [(hasDerivAt_chemPotential w (by linarith) h2).deriv, sub_pos, lt_div_iff₀ hp]
  have k : y * (1 - y) < a * (1 - a) := by
    nlinarith [mul_pos (sub_pos.2 h1) (show 0 < y + a - 1 by linarith)]
  rcases le_or_gt w 0 with hw | hw
  · nlinarith [mul_nonneg (neg_nonneg.2 hw) hp.le]
  · linarith [mul_lt_mul_of_pos_left k hw]
```

At half coverage the logarithms cancel and the interaction term vanishes.

```lean
/-- The chemical potential, measured from its symmetric value, vanishes at half coverage. -/
theorem chemPotential_half (w : ℝ) : chemPotential w (1 / 2) = 0 := by
  unfold chemPotential
  rw [show (1 : ℝ) - 1 / 2 = 1 / 2 by norm_num]
  ring
```

## One phase for $w\le4$

Take $a=\tfrac12$. The condition $w\,a(1-a)\le1$ reads $w/4\le1$, so $\mu$ rises from zero and is positive on $(\tfrac12,1)$. The sign criterion applies with $c=\tfrac12$, its condition below $c$ being empty. The critical value $w=4$ is included.

```lean
/-- At the symmetric chemical potential and for `w ≤ 4`, half coverage is the one and only
equilibrium coverage. -/
theorem single_phase {w : ℝ} (hw : w ≤ 4) (x : ℝ) : IsEquilibrium w x ↔ x = 1 / 2 := by
  have mono := chemPotential_strictMonoOn w (a := 1 / 2) le_rfl (by linarith)
  rw [isEquilibrium_iff_of_sign w (c := 1 / 2) le_rfl (by norm_num)
    (fun y h1 h2 => absurd h1 (not_lt_of_ge h2.le)) (fun y h1 h2 => by
      have := mono ⟨le_rfl, by norm_num⟩ ⟨h1.le, h2⟩ h1
      rwa [chemPotential_half] at this)]
  norm_num
```

## Two phases for $w>4$

The spinodal coverage in the dense half is

$$s=\tfrac12\left(1+\sqrt{1-4/w}\right),\qquad w\,s(1-s)=\tfrac w4\left(1-\left(1-\tfrac4w\right)\right)=1 .$$

For $\tfrac12<y<s$ we have $y(1-y)>s(1-s)$, hence $\mu'(y)<0$. Thus $\mu$ falls from zero and is negative on $(\tfrac12,s]$; beyond $s$ it rises.

To see that it becomes positive, put $q=e^{-w}$ and $t=1-q$. Since $e^w\ge w+1>5$, we have $q<\tfrac12$. The inequality $\ln u\le u-1$ at $u=1/(1-q)<2$ gives $\ln(1-q)>-1$, so

$$\mu(t)=\ln(1-q)+\tfrac w2+wq>\tfrac w2-1>0 .$$

Hence $t>s$, and the intermediate value theorem supplies a zero $c$ between $s$ and $t$. Because $\mu(s)<0$, in fact $c>s$. Strict increase beyond $s$ makes $\mu$ negative just below $c$ and positive above it, so the sign criterion yields the two minimisers. Finally, $c>s$ gives $w\,c(1-c)<w\,s(1-s)=1$: both phases lie strictly outside the spinodal.

The theorem returns `c` with its bounds, this stability inequality and the full list of minimisers.

```lean
/-- At the symmetric chemical potential and for `w > 4`, there are exactly two equilibrium
coverages, a dense one `c > 1/2` and a dilute one `1 - c`, and they satisfy `w c(1-c) < 1`. -/
theorem two_phase {w : ℝ} (hw : 4 < w) :
    ∃ c, 1 / 2 < c ∧ c < 1 ∧ w * (c * (1 - c)) < 1 ∧
      ∀ x, IsEquilibrium w x ↔ x = c ∨ x = 1 - c := by
  have hw0 : 0 < w := by linarith
  -- the spinodal coverage `s`, where the chemical potential is stationary
  obtain ⟨s, hs, hs1, hsw⟩ : ∃ s : ℝ, 1 / 2 < s ∧ s < 1 ∧ w * (s * (1 - s)) = 1 := by
    have h4 : 4 / w < 1 := (div_lt_one hw0).2 hw
    have h4' : 0 < 4 / w := by positivity
    have hu : 0 < √(1 - 4 / w) := Real.sqrt_pos.2 (by linarith)
    have hu2 : √(1 - 4 / w) ^ 2 = 1 - 4 / w := Real.sq_sqrt (by linarith)
    have e : w * (4 / w) = 4 := by field_simp
    refine ⟨(1 + √(1 - 4 / w)) / 2, by linarith, by nlinarith, ?_⟩
    linear_combination -(w / 4) * hu2 + e / 4
  have anti : StrictAntiOn (chemPotential w) (Icc (1 / 2) s) := by
    refine strictAntiOn_of_deriv_neg (convex_Icc _ _) (fun y hy =>
      (hasDerivAt_chemPotential w (by linarith [hy.1])
        (by linarith [hy.2])).continuousAt.continuousWithinAt) fun y hy => ?_
    rw [interior_Icc] at hy
    obtain ⟨h1, h2⟩ := hy
    have hp : 0 < y * (1 - y) := mul_pos (by linarith) (by linarith)
    rw [(hasDerivAt_chemPotential w (by linarith) (by linarith)).deriv, sub_neg,
      div_lt_iff₀ hp]
    have k : s * (1 - s) < y * (1 - y) := by
      nlinarith [mul_pos (sub_pos.2 h2) (show 0 < s + y - 1 by linarith)]
    linarith [mul_lt_mul_of_pos_left k hw0]
  have neg : ∀ y, 1 / 2 < y → y ≤ s → chemPotential w y < 0 := fun y h1 h2 => by
    have := anti ⟨le_rfl, hs.le⟩ ⟨h1.le, h2⟩ h1
    rwa [chemPotential_half] at this
  have mono := chemPotential_strictMonoOn w hs.le hsw.le
  -- close to full coverage the chemical potential is positive
  obtain ⟨t, ht, ht1, htp⟩ : ∃ t : ℝ, 1 / 2 < t ∧ t < 1 ∧ 0 < chemPotential w t := by
    have hq : 0 < Real.exp (-w) := Real.exp_pos _
    have hqe : Real.exp (-w) * Real.exp w = 1 := by rw [← Real.exp_add]; simp
    have hE : 0 < Real.exp w - 5 := by linarith [Real.add_one_le_exp w]
    have ht : 1 / 2 < 1 - Real.exp (-w) := by nlinarith [mul_pos hq hE]
    have ht0 : 0 < 1 - Real.exp (-w) := by linarith
    refine ⟨1 - Real.exp (-w), ht, by linarith, ?_⟩
    have hl := Real.log_le_sub_one_of_pos (inv_pos.2 ht0)
    rw [Real.log_inv] at hl
    have hi : (1 - Real.exp (-w))⁻¹ < 2 := by
      rw [inv_eq_one_div, div_lt_iff₀ ht0]
      linarith
    unfold chemPotential
    rw [sub_sub_cancel, Real.log_exp]
    nlinarith [mul_pos hw0 hq]
  have hst : s < t := by
    by_contra h
    linarith [neg t ht (not_lt.1 h)]
  -- hence it has a zero `c` beyond the spinodal
  obtain ⟨c, hc, hc0⟩ := intermediate_value_Icc hst.le (fun y hy =>
    (hasDerivAt_chemPotential w (by linarith [hy.1])
      (by linarith [hy.2])).continuousAt.continuousWithinAt)
    (show (0 : ℝ) ∈ Icc (chemPotential w s) (chemPotential w t) from
      ⟨(neg s hs le_rfl).le, htp.le⟩)
  have hc1 : c < 1 := by linarith [hc.2]
  have hsc : s < c := by
    by_contra h
    linarith [neg c (by linarith [hc.1]) (not_lt.1 h)]
  refine ⟨c, by linarith, hc1, ?_, isEquilibrium_iff_of_sign w (by linarith) hc1 ?_ ?_⟩
  · have k : c * (1 - c) < s * (1 - s) := by
      nlinarith [mul_pos (sub_pos.2 hsc) (show 0 < c + s - 1 by linarith)]
    linarith [mul_lt_mul_of_pos_left k hw0]
  · intro y h1 h2
    rcases le_or_gt y s with h | h
    · exact neg y h1 h
    · linarith [mono ⟨h.le, by linarith⟩ ⟨hsc.le, hc1⟩ h2]
  · intro y h1 h2
    linarith [mono ⟨hsc.le, hc1⟩ ⟨by linarith, h2⟩ h1]
```

The two cases combine into an equivalence. If $w>4$, uniqueness would force $c=1-c$, contradicting $c>\tfrac12$.

```lean
/-- At the symmetric chemical potential, the equilibrium coverage is unique if and only if `w ≤ 4`.
-/
theorem existsUnique_equilibrium_iff (w : ℝ) : (∃! x, IsEquilibrium w x) ↔ w ≤ 4 := by
  constructor
  · rintro ⟨x, -, hu⟩
    by_contra h
    obtain ⟨c, hc, -, -, hi⟩ := two_phase (not_le.1 h)
    have h1 : c = x := hu c ((hi c).2 (Or.inl rfl))
    have h2 : 1 - c = x := hu (1 - c) ((hi (1 - c)).2 (Or.inr rfl))
    linarith
  · intro hw
    exact ⟨1 / 2, (single_phase hw _).2 rfl, fun y hy => (single_phase hw y).1 hy⟩
```

## The self-consistency equation

At an interior minimum $\mu(x)=0$. With $u=\tfrac w4(2x-1)$ this says $\ln x-u=\ln(1-x)+u$, and exponentiating gives

$$x\,e^{-u}=(1-x)\,e^{u}\quad\Longrightarrow\quad 2x-1=\frac{e^u-e^{-u}}{e^u+e^{-u}}=\tanh u .$$

The theorem runs in one direction only: $x=\tfrac12$ solves the equation for every $w$, but for $w>4$ it is a local maximum of $f$.

```lean
/-- At the symmetric chemical potential, every equilibrium coverage `x` obeys the mean-field
self-consistency equation `2x - 1 = tanh (w(2x - 1)/4)`. -/
theorem self_consistency {w x : ℝ} (h : IsEquilibrium w x) :
    2 * x - 1 = Real.tanh (w / 4 * (2 * x - 1)) := by
  obtain ⟨⟨h0, h1⟩, hmin⟩ := h
  have hm : IsLocalMin (freeEnergy w) x := by
    show ∀ᶠ y in nhds x, freeEnergy w x ≤ freeEnergy w y
    filter_upwards [Ioo_mem_nhds h0 h1] with y hy using hmin y hy
  -- the chemical potential vanishes at a minimum
  have hz := hm.hasDerivAt_eq_zero (hasDerivAt_freeEnergy w h0 h1)
  unfold chemPotential at hz
  have hlog : Real.log x + -(w / 4 * (2 * x - 1)) =
      Real.log (1 - x) + w / 4 * (2 * x - 1) := by linarith
  have key := congrArg Real.exp hlog
  rw [Real.exp_add, Real.exp_add, Real.exp_log h0, Real.exp_log (sub_pos.2 h1)] at key
  rw [Real.tanh_eq_sinh_div_cosh, eq_div_iff (Real.cosh_pos _).ne', Real.sinh_eq, Real.cosh_eq]
  linear_combination key

end

end MeanFieldCoexistence
```

In a calculation, $\varepsilon$ may come from electronic-structure energies of adsorbate pairs, and $w=4$ then gives the estimate $kT_c=z\varepsilon/4$ for the critical temperature $T_c$, within the mean-field model with neighbour attraction only. Below $T_c$ one can iterate $m\mapsto\tanh(wm/4)$ for $m=2x-1$. For $w=5$, starting from $m=1$, the values are $0.848,\ 0.786,\ 0.754,\dots$, tending to $0.710$. The coexisting coverages are thus about $0.855$ and $0.145$, while the spinodal coverages are about $0.724$ and $0.276$.

The same function describes a regular binary solution. With $x$ a mole fraction and $\chi=w/2$, $f$ is the free energy of mixing per molecule in units of $kT$. The overall composition is now fixed, so $f$ is not minimised freely over $x$. Instead, when $\chi>2$, a liquid whose overall composition lies strictly between $1-c$ and $c$ separates at equilibrium into two phases with these compositions.

```lean
#print axioms MeanFieldCoexistence.two_phase
#print axioms MeanFieldCoexistence.existsUnique_equilibrium_iff
#print axioms MeanFieldCoexistence.self_consistency
```

```
'MeanFieldCoexistence.two_phase' depends on axioms: [propext, Classical.choice, Quot.sound]
'MeanFieldCoexistence.existsUnique_equilibrium_iff' depends on axioms: [propext, Classical.choice, Quot.sound]
'MeanFieldCoexistence.self_consistency' depends on axioms: [propext, Classical.choice, Quot.sound]
```
